# The inverse of the bordered Pulay matrix for invertible B with nonzero 1ᵀB⁻¹1

Let $B$ be an invertible $n\times n$ matrix over a field, $H=B^{-1}$, $u$ the column of $n$ ones, and $t=u^THu$ the sum of the entries of $H$. If $t\neq0$, then

$$
P=\begin{pmatrix}B&u\\u^T&0\end{pmatrix}
\quad\text{has the two-sided inverse}\quad
Q=\begin{pmatrix}H-Huu^TH/t&Hu/t\\u^TH/t&-1/t\end{pmatrix}.
$$

Symmetry of $B$ is not needed here. If $t=0$, $P$ is singular.

## From stored residuals to a bordered matrix

DIIS combines stored iterates with coefficients $d_i$ that sum to one. If $e_i$ are the corresponding real error vectors and $B_{ij}=e_i\cdot e_j$, the combined error $\sum_i d_ie_i$ has squared length $d^TBd$. Making this stationary under the constraint gives, with a suitably scaled multiplier $\lambda$,

$$Bc+\lambda u=0,\qquad u^Tc=1,$$

which is $P(c,\lambda)^T=(0,1)^T$. For such a Gram matrix, invertibility means that the error vectors are linearly independent. Then $B$ and $H$ are positive definite, so $t=u^THu>0$ as soon as one vector is stored; the case $t=0$ can occur only for more general $B$.

## Multiplying the blocks

Since $BH=I$, the four blocks of $PQ$ are

- upper left: $BH-BHuu^TH/t+uu^TH/t=I$;
- upper right: $BHu/t-u/t=0$;
- lower left: $u^TH-(u^THu)u^TH/t=0$;
- lower right: $u^THu/t=1$.

So $PQ=I$, and for square matrices $QP=I$ follows.

If $t=0$, then $P(Hu,-1)^T=(u-u,\,t)^T=0$. The vector is nonzero because of its last entry, so $P$ has no inverse.

## Coefficients and least error

The last column of $Q$ gives the unique solution $c=Hu/t$, $\lambda=-1/t$. Hence $Bc=u/t$, and any $d$ with $u^Td=1$ satisfies $d^TBc=1/t$. In particular $c^TBc=1/t$. If $B$ is symmetric, also $c^TBd=1/t$, and expanding gives

$$(d-c)^TB(d-c)=d^TBd-\frac1t-\frac1t+\frac1t=d^TBd-\frac1t.$$

When $B$ is real and positive semidefinite, the left side is nonnegative, so $d^TBd\ge1/t$, with equality at $d=c$. In self-consistent-field acceleration, $1/t$ is thus the least squared length of the combined residual for finitely many linearly independent stored residuals in exact arithmetic. If the residual map is affine, this combined residual is also the residual of the combined iterate; for a nonlinear map the two can differ.

## Reading the Lean statements

`pulayMatrix B` is $P$, with rows and columns indexed by `n ⊕ Unit`: the stored vectors and one constraint. `ones n K` is $u$, `total H` is $t$, `pulayInverse H` is $Q$ and `diisCoeff H` is $c$. The inverse of $B$ enters as a matrix `H` with the hypothesis `B * H = 1`.

The border is $+1$ and the right-hand side is `Sum.elim 0 1`, which fixes the sign of the multiplier. The file takes $B$ as a given matrix and does not build it from error vectors. Symmetry is assumed only for the error results, and `hpos` is the positivity that a real Gram matrix has because $x^TBx$ is a squared length. Rounding, ill-conditioning and convergence of the DIIS iteration are not treated.

```lean
import Mathlib

open Matrix

namespace PulayBorderedInverse

noncomputable section

variable {n K : Type*} [Fintype n] [DecidableEq n] [Field K]

/-- The column of ones that borders the DIIS error matrix. -/
def ones (n K : Type*) [Field K] : Matrix n Unit K := Matrix.of fun _ _ => 1

/-- The bordered Pulay matrix `[[B, 1], [1ᵀ, 0]]` of an error matrix `B`. -/
def pulayMatrix (B : Matrix n n K) : Matrix (n ⊕ Unit) (n ⊕ Unit) K :=
  fromBlocks B (ones n K) (ones n K)ᵀ 0

/-- The number `t = 1ᵀ H 1`, the sum of all entries of `H`. -/
def total (H : Matrix n n K) : K := ∑ i, ∑ j, H i j

/-- The block matrix `[[H - H 1 1ᵀ H / t, H 1 / t], [1ᵀ H / t, -1 / t]]` with `t = 1ᵀ H 1`. -/
def pulayInverse (H : Matrix n n K) : Matrix (n ⊕ Unit) (n ⊕ Unit) K :=
  fromBlocks (H - (total H)⁻¹ • (H * ones n K * ((ones n K)ᵀ * H)))
    ((total H)⁻¹ • (H * ones n K))
    ((total H)⁻¹ • ((ones n K)ᵀ * H))
    (-((total H)⁻¹ • (1 : Matrix Unit Unit K)))

/-- The coefficient vector `H 1 / t` with `t = 1ᵀ H 1`. -/
def diisCoeff (H : Matrix n n K) : n → K := (total H)⁻¹ • (H *ᵥ 1)

/-- If `H` inverts the error matrix `B` and `t = 1ᵀ H 1` is nonzero, the bordered Pulay matrix
has the explicit block matrix `pulayInverse H` as its two-sided inverse. -/
theorem pulay_inverse {B H : Matrix n n K} (hBH : B * H = 1) (ht : total H ≠ 0) :
    pulayMatrix B * pulayInverse H = 1 ∧ pulayInverse H * pulayMatrix B = 1 := by
  have hu : B * (H * ones n K) = ones n K := by
    rw [← Matrix.mul_assoc, hBH, Matrix.one_mul]
  have hs : (ones n K)ᵀ * (H * ones n K) = total H • (1 : Matrix Unit Unit K) := by
    ext a b
    simp [ones, total, Matrix.mul_apply]
  -- the rank-one correction, multiplied by `B` and by the row of ones
  have h1 : B * (H * ones n K * ((ones n K)ᵀ * H)) = ones n K * ((ones n K)ᵀ * H) := by
    rw [← Matrix.mul_assoc B (H * ones n K), hu]
  have h2 : (ones n K)ᵀ * (H * ones n K * ((ones n K)ᵀ * H))
      = total H • ((ones n K)ᵀ * H) := by
    rw [← Matrix.mul_assoc (ones n K)ᵀ (H * ones n K), hs, Matrix.smul_mul, Matrix.one_mul]
  have hright : pulayMatrix B * pulayInverse H = 1 := by
    rw [pulayMatrix, pulayInverse, fromBlocks_multiply, ← fromBlocks_one]
    refine Matrix.fromBlocks_inj.mpr ⟨?_, ?_, ?_, ?_⟩
    · simp only [Matrix.mul_sub, Matrix.mul_smul, h1, hBH, sub_add_cancel]
    · simp only [Matrix.mul_smul, hu, Matrix.mul_neg, Matrix.mul_one, add_neg_cancel]
    · simp only [Matrix.mul_sub, Matrix.mul_smul, h2, smul_smul, inv_mul_cancel₀ ht, one_smul,
        sub_self, Matrix.zero_mul, smul_zero, add_zero]
    · simp only [Matrix.mul_smul, hs, smul_smul, inv_mul_cancel₀ ht, one_smul,
        Matrix.zero_mul, add_zero]
  -- for square matrices a right inverse is a left inverse
  exact ⟨hright, mul_eq_one_comm.mp hright⟩

/-- For an invertible error matrix `B` with inverse `H`, the Pulay matrix is invertible exactly
when `1ᵀ H 1` is nonzero. -/
theorem pulay_isUnit_iff {B H : Matrix n n K} (hBH : B * H = 1) :
    IsUnit (pulayMatrix B) ↔ total H ≠ 0 := by
  constructor
  · rintro ⟨U, hU⟩ ht
    have hleft : (↑U⁻¹ : Matrix (n ⊕ Unit) (n ⊕ Unit) K) * pulayMatrix B = 1 := by
      rw [← hU]
      exact U.inv_mul
    -- for `t = 0` the vector `(H 1, -1)` lies in the kernel
    have hker : pulayMatrix B *ᵥ Sum.elim (H *ᵥ 1) (fun _ => -1) = 0 := by
      have hB : B *ᵥ (H *ᵥ 1) = 1 := by rw [Matrix.mulVec_mulVec, hBH, Matrix.one_mulVec]
      rw [pulayMatrix, fromBlocks_mulVec, Sum.elim_comp_inl, Sum.elim_comp_inr, hB]
      ext (i | a)
      · simp [ones, Matrix.mulVec, dotProduct]
      · have hsum : ((ones n K)ᵀ *ᵥ (H *ᵥ 1)) a = total H := by
          simp only [Matrix.mulVec, dotProduct, ones, total, Matrix.transpose_apply,
            Matrix.of_apply, Pi.one_apply, one_mul, mul_one]
        simp only [Sum.elim_inr, hsum, ht, Matrix.zero_mulVec, Pi.zero_apply, add_zero]
    have hzero := congrArg (fun v => (↑U⁻¹ : Matrix (n ⊕ Unit) (n ⊕ Unit) K) *ᵥ v) hker
    simp only [Matrix.mulVec_mulVec, hleft, Matrix.one_mulVec, Matrix.mulVec_zero] at hzero
    have hlast := congrFun hzero (Sum.inr ())
    simp at hlast
  · intro ht
    obtain ⟨h1, h2⟩ := pulay_inverse hBH ht
    exact ⟨⟨pulayMatrix B, pulayInverse H, h1, h2⟩, rfl⟩

/-- If `H` inverts `B` and `t = 1ᵀ H 1` is nonzero, the Pulay equations with right-hand side `(0,
1)` have exactly one solution: the coefficients `H 1 / t` together with the multiplier `-1 / t`. -/
theorem pulay_solution_iff {B H : Matrix n n K} (hBH : B * H = 1) (ht : total H ≠ 0)
    (x : n ⊕ Unit → K) :
    pulayMatrix B *ᵥ x = (Sum.elim 0 1 : n ⊕ Unit → K) ↔
      x = Sum.elim (diisCoeff H) (fun _ => -(total H)⁻¹) := by
  obtain ⟨h1, h2⟩ := pulay_inverse hBH ht
  -- the solution is the last column of the inverse
  have hcol : pulayInverse H *ᵥ Sum.elim 0 1
      = Sum.elim (diisCoeff H) (fun _ => -(total H)⁻¹) := by
    rw [pulayInverse, fromBlocks_mulVec, Sum.elim_comp_inl, Sum.elim_comp_inr]
    ext (i | a)
    · simp [diisCoeff, ones, Matrix.mulVec, dotProduct, Matrix.mul_apply]
    · simp [Matrix.neg_mulVec, Matrix.smul_mulVec]
  rw [← hcol]
  constructor
  · intro h
    rw [← h, Matrix.mulVec_mulVec, h2, Matrix.one_mulVec]
  · intro h
    rw [h, Matrix.mulVec_mulVec, h1, Matrix.one_mulVec]

/-- For symmetric `B` with inverse `H` and nonzero `t = 1ᵀ H 1`, and for any coefficients `d` that
sum to one, the quadratic error `dᵀ B d` is `1 / t` plus the quadratic form of the deviation of `d`
from the DIIS coefficients. -/
theorem diis_error_decomposition {B H : Matrix n n K} (hB : B.IsSymm) (hBH : B * H = 1)
    (ht : total H ≠ 0) (d : n → K) (hd : ∑ i, d i = 1) :
    d ⬝ᵥ B *ᵥ d = (total H)⁻¹ + (d - diisCoeff H) ⬝ᵥ B *ᵥ (d - diisCoeff H) := by
  have hc : ∑ i, diisCoeff H i = 1 := by
    have h : ∑ i, diisCoeff H i = (total H)⁻¹ * total H := by
      simp [diisCoeff, total, Matrix.mulVec, dotProduct, Finset.mul_sum]
    rw [h, inv_mul_cancel₀ ht]
  -- `B` maps the DIIS coefficients to a constant vector
  have hBc : B *ᵥ diisCoeff H = (total H)⁻¹ • (1 : n → K) := by
    rw [diisCoeff, Matrix.mulVec_smul, Matrix.mulVec_mulVec, hBH, Matrix.one_mulVec]
  have hpair : ∀ v : n → K, ∑ i, v i = 1 → v ⬝ᵥ B *ᵥ diisCoeff H = (total H)⁻¹ := by
    intro v hv
    rw [hBc, dotProduct_smul, dotProduct_one, hv, smul_eq_mul, mul_one]
  have hswap : diisCoeff H ⬝ᵥ B *ᵥ d = (total H)⁻¹ := by
    rw [Matrix.dotProduct_mulVec, ← Matrix.mulVec_transpose, hB.eq, dotProduct_comm]
    exact hpair d hd
  rw [Matrix.mulVec_sub, sub_dotProduct, dotProduct_sub, dotProduct_sub, hpair d hd, hswap,
    hpair _ hc]
  ring

/-- For a real symmetric positive semidefinite `B` with inverse `H` and nonzero `t = 1ᵀ H 1`, every
coefficient vector that sums to one has quadratic error at least `1 / t`, with equality at the DIIS
coefficients. -/
theorem diis_error_minimum {B H : Matrix n n ℝ} (hB : B.IsSymm) (hBH : B * H = 1)
    (ht : total H ≠ 0) (hpos : ∀ x : n → ℝ, 0 ≤ x ⬝ᵥ B *ᵥ x) :
    diisCoeff H ⬝ᵥ B *ᵥ diisCoeff H = (total H)⁻¹ ∧
      ∀ d : n → ℝ, ∑ i, d i = 1 → (total H)⁻¹ ≤ d ⬝ᵥ B *ᵥ d := by
  constructor
  · have hc : ∑ i, diisCoeff H i = 1 := by
      have h : ∑ i, diisCoeff H i = (total H)⁻¹ * total H := by
        simp [diisCoeff, total, Matrix.mulVec, dotProduct, Finset.mul_sum]
      rw [h, inv_mul_cancel₀ ht]
    have h := diis_error_decomposition hB hBH ht (diisCoeff H) hc
    rwa [sub_self, zero_dotProduct, add_zero] at h
  · intro d hd
    rw [diis_error_decomposition hB hBH ht d hd]
    linarith [hpos (d - diisCoeff H)]

/-- The error matrix `[[2, 1], [1, 2]]` is symmetric and positive semidefinite, has the inverse
`[[2/3, -1/3], [-1/3, 2/3]]`, and the entries of that inverse sum to `2/3`. -/
theorem pulay_inverse_witness :
    (!![2, 1; 1, 2] : Matrix (Fin 2) (Fin 2) ℝ).IsSymm ∧
    (!![2, 1; 1, 2] : Matrix (Fin 2) (Fin 2) ℝ) * !![2/3, -1/3; -1/3, 2/3] = 1 ∧
    total (!![2/3, -1/3; -1/3, 2/3] : Matrix (Fin 2) (Fin 2) ℝ) = 2/3 ∧
    ∀ x : Fin 2 → ℝ, 0 ≤ x ⬝ᵥ (!![2, 1; 1, 2] : Matrix (Fin 2) (Fin 2) ℝ) *ᵥ x := by
  refine ⟨?_, ?_, ?_, ?_⟩
  · ext i j
    fin_cases i <;> fin_cases j <;> simp
  · ext i j
    fin_cases i <;> fin_cases j <;> norm_num [Matrix.mul_apply, Fin.sum_univ_succ]
  · norm_num [total, Fin.sum_univ_succ]
  · intro x
    simp only [Matrix.mulVec, dotProduct, Fin.sum_univ_two, Matrix.of_apply, Matrix.cons_val_zero,
      Matrix.cons_val_one]
    nlinarith [sq_nonneg (x 0), sq_nonneg (x 1), sq_nonneg (x 0 + x 1)]

end

end PulayBorderedInverse
```

```lean
#print axioms PulayBorderedInverse.pulay_inverse
-- 'PulayBorderedInverse.pulay_inverse' depends on axioms: [propext, Classical.choice, Quot.sound]
#print axioms PulayBorderedInverse.pulay_isUnit_iff
-- 'PulayBorderedInverse.pulay_isUnit_iff' depends on axioms: [propext, Classical.choice, Quot.sound]
#print axioms PulayBorderedInverse.pulay_solution_iff
-- 'PulayBorderedInverse.pulay_solution_iff' depends on axioms: [propext, Classical.choice, Quot.sound]
#print axioms PulayBorderedInverse.diis_error_minimum
-- 'PulayBorderedInverse.diis_error_minimum' depends on axioms: [propext, Classical.choice, Quot.sound]
```

## How the proof follows the algebra

In `pulay_inverse`, `hu` is $BHu=u$ and `hs` is $u^THu=t$ as a one-by-one matrix. The facts `h1` and `h2` apply $B$ and $u^T$ to the rank-one term $Huu^TH$. After `fromBlocks_multiply`, the four goals are the four blocks in the order listed above, and `mul_eq_one_comm` supplies the left inverse.

`pulay_isUnit_iff` proves necessity by multiplying $P(Hu,-1)^T=0$ from the left by a supposed inverse of $P$; this would make the kernel vector zero, and its last entry would give $-1=0$. The converse uses the explicit inverse. `pulay_solution_iff` computes the last column as `hcol`, then multiplies by $Q$ in one direction and by $P$ in the other.

In `diis_error_decomposition`, `hBc` is $Bc=u/t$, `hpair` is $d^TBc=1/t$, and `hswap` uses symmetry for the reversed product; `ring` collects the terms. `diis_error_minimum` sets $d=c$ for the equality and adds `hpos` for the bound.

`pulay_inverse_witness` checks every hypothesis for $B=\begin{pmatrix}2&1\\1&2\end{pmatrix}$, where $t=2/3$. Positivity comes from $x^TBx=x_0^2+x_1^2+(x_0+x_1)^2$. Here $c=(1/2,1/2)$ and the least squared error is $3/2$, compared with $2$ for either stored vector alone.
